# Conservation of norm and energy in Dirac–Frenkel dynamics with a bounded symmetric Hamiltonian, for states in their complex tangent space

Let u be a unit vector and let H be a symmetric Hamiltonian, with ħ = 1. Suppose that the velocity v of u may only be a complex multiple of u, v = c u. The Schrödinger equation i v = H u then usually has no solution, but we can ask that its residual i v − H u be orthogonal to u:

i c − ⟨u, H u⟩ = 0, so v = −i ε u with ε = ⟨u, H u⟩.

Since ε is real, ⟨u, v⟩ = −i ε and ⟨H u, v⟩ = −i ε² are purely imaginary. Their real parts, which determine the rates of change of norm and energy, vanish. The same mechanism works when the multiples of u are replaced by a larger complex space K of allowed velocities.

## The variational condition

The states live in a complex inner-product space E of any dimension, not necessarily complete. The inner product `⟪x, y⟫_ℂ`, written ⟨x, y⟩ here, is antilinear in x and linear in y.

In Lean 4 with Mathlib:

```lean
import Mathlib

open scoped InnerProductSpace

namespace DiracFrenkelPrinciple

noncomputable section

variable {E : Type*} [NormedAddCommGroup E] [InnerProductSpace ℂ E]
```

In a variational method K is the tangent space of the set of trial states at u. The Dirac–Frenkel condition is

v ∈ K, and ⟨w, i v − H u⟩ = 0 for all w ∈ K.

The type `Submodule ℂ E` makes K closed under multiplication by i, which a trial set with real parameters need not provide. K is given, not derived from a manifold, and the existence of v is assumed. `H` is a linear map defined on all of E.

```lean
/-- The Dirac–Frenkel condition (with ħ = 1): the velocity `v` of the state `u` lies in the
tangent space `K`, and the residual `i v - H u` of the Schrödinger equation is orthogonal
to `K`. -/
def DiracFrenkel (K : Submodule ℂ E) (H : E →ₗ[ℂ] E) (u v : E) : Prop :=
  v ∈ K ∧ ∀ w ∈ K, ⟪w, Complex.I • v - H u⟫_ℂ = 0
```

This v is the best velocity in K. For any other w ∈ K,

i w − H u = (i v − H u) + i (w − v).

The last term lies in K and is therefore orthogonal to the first, so

‖i w − H u‖² = ‖i v − H u‖² + ‖w − v‖².

In the proof, `hsplit` is the decomposition and `horth` the orthogonality.

```lean
/-- The squared residual of any trial velocity `w` in `K` is that of the Dirac–Frenkel
velocity `v` plus the squared distance between `w` and `v`. -/
theorem residual_pythagoras {K : Submodule ℂ E} {H : E →ₗ[ℂ] E} {u v w : E}
    (hv : DiracFrenkel K H u v) (hw : w ∈ K) :
    ‖Complex.I • w - H u‖ ^ 2 = ‖Complex.I • v - H u‖ ^ 2 + ‖w - v‖ ^ 2 := by
  have hsplit : Complex.I • w - H u = (Complex.I • v - H u) + Complex.I • (w - v) := by
    module
  -- the residual is orthogonal to the change of velocity
  have horth : ⟪Complex.I • v - H u, Complex.I • (w - v)⟫_ℂ = 0 :=
    inner_eq_zero_symm.1 (hv.2 _ (K.smul_mem _ (K.sub_mem hw hv.1)))
  rw [hsplit, norm_add_sq (𝕜 := ℂ), horth, norm_smul, Complex.norm_I]
  simp
```

## Rates of change at a fixed time

Let A be a symmetric operator, ⟨A x, y⟩ = ⟨x, A y⟩, with A u ∈ K. Testing the condition with w = A u, and then taking the complex conjugate, gives

⟨A u, v⟩ = −i ⟨A u, H u⟩,
⟨v, A u⟩ = i ⟨H u, A u⟩.

Now add the two lines and move the operators across the inner product by symmetry:

⟨v, A u⟩ + ⟨u, A v⟩ = i ⟨u, (H A − A H) u⟩.

This is the Ehrenfest equation, with the variational velocity in place of the exact one. The two tested equations are `h1` and `h2`, and `linear_combination` adds them using i² = −1.

```lean
/-- Ehrenfest equation on the tangent space: for symmetric `H` and `A` with `A u` in `K`,
the rate of change of `⟨u, A u⟩` under the Dirac–Frenkel velocity is `i ⟨u, [H, A] u⟩`. -/
theorem ehrenfest {K : Submodule ℂ E} {H A : E →ₗ[ℂ] E} {u v : E}
    (hH : H.IsSymmetric) (hA : A.IsSymmetric) (hAu : A u ∈ K)
    (hv : DiracFrenkel K H u v) :
    ⟪v, A u⟫_ℂ + ⟪u, A v⟫_ℂ = Complex.I * ⟪u, H (A u) - A (H u)⟫_ℂ := by
  -- test the variational equation with `A u`, in both orders of the inner product
  have h1 := hv.2 (A u) hAu
  have h2 := inner_eq_zero_symm.1 h1
  rw [inner_sub_right, inner_smul_right] at h1
  rw [inner_sub_left, inner_smul_left, Complex.conj_I] at h2
  rw [inner_sub_right, ← hA u v, ← hH u (A u), ← hA u (H u)]
  linear_combination (-Complex.I) * h1 + Complex.I * h2
    + (⟪A u, v⟫_ℂ + ⟪v, A u⟫_ℂ) * Complex.I_sq
```

If A H u = H A u, the right side is zero. The left side is a number plus its conjugate, so

2 Re⟨A u, v⟩ = 0.

Commutation is needed only on the state u. The condition A u ∈ K says that the motion generated by A, with velocity −i A u, is among the allowed ones.

```lean
/-- If the symmetric operators `A` and `H` commute on the state `u` and `A u` lies in `K`,
then `Re ⟨A u, v⟩ = 0` for the Dirac–Frenkel velocity `v`. -/
theorem re_inner_observable {K : Submodule ℂ E} {H A : E →ₗ[ℂ] E} {u v : E}
    (hH : H.IsSymmetric) (hA : A.IsSymmetric) (hc : A (H u) = H (A u)) (hAu : A u ∈ K)
    (hv : DiracFrenkel K H u v) : (⟪A u, v⟫_ℂ).re = 0 := by
  have h := ehrenfest hH hA hAu hv
  rw [hc, sub_self, inner_zero_right, mul_zero, ← hA u v,
    ← inner_conj_symm v (A u)] at h
  have hre := congrArg Complex.re h
  simp only [Complex.add_re, Complex.conj_re, Complex.zero_re] at hre
  linarith
```

The identity operator is symmetric and commutes with H. For A = 1 the condition A u ∈ K becomes u ∈ K, which holds when the trial states can be freely rescaled, and the result is Re⟨u, v⟩ = 0.

```lean
/-- For symmetric `H` and a state `u` that lies in `K`, the Dirac–Frenkel velocity `v`
satisfies `Re ⟨u, v⟩ = 0`. -/
theorem re_inner_state {K : Submodule ℂ E} {H : E →ₗ[ℂ] E} {u v : E}
    (hH : H.IsSymmetric) (hu : u ∈ K) (hv : DiracFrenkel K H u v) :
    (⟪u, v⟫_ℂ).re = 0 :=
  re_inner_observable (A := LinearMap.id) hH (fun _ _ => rfl) rfl hu hv
```

The energy needs a different test vector, because H u generally lies outside K. With w = v,

⟨v, H u⟩ = i ⟨v, v⟩ = i ‖v‖²,

which is purely imaginary, so Re⟨H u, v⟩ = 0. This step uses neither u ∈ K nor the symmetry of H. Symmetry enters when the quantity is read as half the rate of change of ⟨u, H u⟩, which is the energy when u is normalised and its norm is conserved.

```lean
/-- The Dirac–Frenkel velocity `v` satisfies `Re ⟨H u, v⟩ = 0`. -/
theorem re_inner_energy {K : Submodule ℂ E} {H : E →ₗ[ℂ] E} {u v : E}
    (hv : DiracFrenkel K H u v) : (⟪H u, v⟫_ℂ).re = 0 := by
  -- test the variational equation with the velocity itself
  have h := hv.2 v hv.1
  rw [inner_sub_right, inner_smul_right, sub_eq_zero] at h
  have him : (⟪v, v⟫_ℂ).im = 0 := inner_self_im (𝕜 := ℂ) v
  rw [← inner_conj_symm (H u) v, Complex.conj_re, ← h, Complex.mul_re, him]
  simp
```

## Constants along a trajectory

Let ψ(t) be differentiable for all real t, with derivative ψ′(t), and let A be bounded and symmetric. The product rule gives

d/dt ⟨ψ, A ψ⟩ = ⟨ψ, A ψ′⟩ + ⟨ψ′, A ψ⟩ = 2 Re⟨A ψ, ψ′⟩.

If this vanishes at all times, ⟨ψ, A ψ⟩ is constant. It is the expectation value of A when ψ stays normalised. Boundedness, expressed by the type `E →L[ℂ] E`, makes A ψ differentiable; unbounded Hamiltonians would need a treatment of domains.

```lean
/-- Along a differentiable trajectory, `⟨ψ, A ψ⟩` is constant for a bounded symmetric operator `A`
if `Re ⟨A ψ, ψ'⟩` vanishes at all times. -/
theorem expectation_const {A : E →L[ℂ] E} (hA : (A : E →ₗ[ℂ] E).IsSymmetric)
    {ψ ψ' : ℝ → E} (hψ : ∀ t, HasDerivAt ψ (ψ' t) t)
    (h0 : ∀ t, (⟪A (ψ t), ψ' t⟫_ℂ).re = 0) (t : ℝ) :
    ⟪ψ t, A (ψ t)⟫_ℂ = ⟪ψ 0, A (ψ 0)⟫_ℂ := by
  have hd : ∀ s, HasDerivAt (fun r => ⟪ψ r, A (ψ r)⟫_ℂ) 0 s := by
    intro s
    have hAψ : HasDerivAt (fun r => A (ψ r)) (A (ψ' s)) s :=
      (A.restrictScalars ℝ).hasFDerivAt.comp_hasDerivAt s (hψ s)
    refine ((hψ s).inner ℂ hAψ).congr_deriv ?_
    -- the two terms of the product rule are complex conjugates
    have e : ⟪ψ s, A (ψ' s)⟫_ℂ = ⟪A (ψ s), ψ' s⟫_ℂ := (hA _ _).symm
    rw [e, ← inner_conj_symm (ψ' s) (A (ψ s)), Complex.add_conj, h0]
    simp
  exact is_const_of_deriv_eq_zero (fun s => (hd s).differentiableAt)
    (fun s => (hd s).deriv) t 0
```

The tangent space K(t) may now change with time, in any manner. With A = 1 the rate vanishes by `re_inner_state`, and with A = H by `re_inner_energy`. The first case gives a constant ⟨ψ, ψ⟩ = ‖ψ‖², hence a constant norm.

For time-dependent variational methods in quantum dynamics, this means that solutions with a bounded, symmetric, time-independent Hamiltonian and complex tangent spaces containing the state keep their norm and energy in continuous time; a time-stepping scheme may still introduce drift.

```lean
/-- Dirac–Frenkel dynamics with a bounded symmetric Hamiltonian conserves the norm and the
energy, if the state lies in its tangent space `K t` at all times. -/
theorem norm_and_energy_conserved {H : E →L[ℂ] E} (hH : (H : E →ₗ[ℂ] E).IsSymmetric)
    {K : ℝ → Submodule ℂ E} {ψ ψ' : ℝ → E} (hψ : ∀ t, HasDerivAt ψ (ψ' t) t)
    (hK : ∀ t, ψ t ∈ K t) (hDF : ∀ t, DiracFrenkel (K t) (H : E →ₗ[ℂ] E) (ψ t) (ψ' t))
    (t : ℝ) :
    ‖ψ t‖ = ‖ψ 0‖ ∧ ⟪ψ t, H (ψ t)⟫_ℂ = ⟪ψ 0, H (ψ 0)⟫_ℂ := by
  constructor
  · have h : ⟪ψ t, ψ t⟫_ℂ = ⟪ψ 0, ψ 0⟫_ℂ :=
      expectation_const (A := ContinuousLinearMap.id ℂ E) (fun _ _ => rfl) hψ
        (fun s => re_inner_state hH (hK s) (hDF s)) t
    rw [← sq_eq_sq₀ (norm_nonneg _) (norm_nonneg _),
      ← inner_self_eq_norm_sq (𝕜 := ℂ) (ψ t), ← inner_self_eq_norm_sq (𝕜 := ℂ) (ψ 0)]
    exact congrArg Complex.re h
  · exact expectation_const hH hψ (fun s => re_inner_energy (hDF s)) t
```

For a bounded symmetric A that commutes with H, ⟨ψ, A ψ⟩ is constant in the same way, provided that A ψ(t) ∈ K(t) throughout. If ψ(t) ∈ K(t) as well, the norm is also constant, and for a nonzero state so is the expectation value of A after normalisation.

```lean
/-- Dirac–Frenkel dynamics conserves `⟨ψ, A ψ⟩` for a bounded symmetric `A` that commutes with the
bounded symmetric Hamiltonian, if `A ψ` lies in `K t` at all times. -/
theorem observable_conserved {H A : E →L[ℂ] E} (hH : (H : E →ₗ[ℂ] E).IsSymmetric)
    (hA : (A : E →ₗ[ℂ] E).IsSymmetric) (hc : ∀ x, A (H x) = H (A x))
    {K : ℝ → Submodule ℂ E} {ψ ψ' : ℝ → E} (hψ : ∀ t, HasDerivAt ψ (ψ' t) t)
    (hK : ∀ t, A (ψ t) ∈ K t)
    (hDF : ∀ t, DiracFrenkel (K t) (H : E →ₗ[ℂ] E) (ψ t) (ψ' t)) (t : ℝ) :
    ⟪ψ t, A (ψ t)⟫_ℂ = ⟪ψ 0, A (ψ 0)⟫_ℂ :=
  expectation_const hA hψ
    (fun s => re_inner_observable hH hA (hc (ψ s)) (hK s) (hDF s)) t
```

## Three sites, with one velocity component forbidden

A particle on sites 0, 1, 2 has amplitudes x = (x₀, x₁, x₂).

```lean
/-- The state space of a particle on three sites 0, 1, 2. -/
abbrev Sites := EuclideanSpace ℂ (Fin 3)
```

The Hamiltonian exchanges the amplitudes on sites 0 and 1 and gives site 2 unit energy:

H x = (x₁, x₀, x₂).

```lean
/-- Hamiltonian with hopping between sites 0 and 1 and unit energy on site 2. -/
def hop : Sites →ₗ[ℂ] Sites where
  toFun x := !₂[x 1, x 0, x 2]
  map_add' x y := by ext i; fin_cases i <;> simp
  map_smul' c x := by ext i; fin_cases i <;> simp
```

The observable A x = (x₀, x₁, 2x₂) distinguishes site 2 from the other two, and it commutes with H.

```lean
/-- Observable with value 1 on sites 0 and 1 and value 2 on site 2. -/
def label : Sites →ₗ[ℂ] Sites where
  toFun x := !₂[x 0, x 1, 2 * x 2]
  map_add' x y := by ext i; fin_cases i <;> simp [mul_add]
  map_smul' c x := by ext i; fin_cases i <;> simp [mul_left_comm]
```

Velocities are restricted to K = {x : x₁ = 0}.

```lean
/-- The states with no amplitude on site 1. -/
def noSiteOne : Submodule ℂ Sites where
  carrier := {x | x 1 = 0}
  add_mem' {x y} hx hy := by
    have hx' : x 1 = 0 := hx
    have hy' : y 1 = 0 := hy
    simp [hx', hy']
  zero_mem' := by simp
  smul_mem' c x hx := by
    have hx' : x 1 = 0 := hx
    simp [hx']
```

Take the normalised state u = (1, 0, 1)/√2. Then

H u = (0, 1, 1)/√2,
v = (0, 0, −i)/√2,
i v − H u = (0, −1, 0)/√2.

The residual is orthogonal to K but not zero, so v differs from the Schrödinger velocity. Both u and A u = (1, 0, 2)/√2 lie in K. The code omits the common factor 1/√2 and checks each condition by components.

```lean
/-- The operators `hop` and `label` are symmetric and commute. For `u = (1, 0, 1)`, both `u` and
`label u` lie in `noSiteOne`, and `v = (0, 0, -i)` satisfies the Dirac–Frenkel condition with `hop`
but not the Schrödinger equation `i v = hop u`. -/
theorem diracFrenkel_witness :
    hop.IsSymmetric ∧ label.IsSymmetric ∧ (∀ x, label (hop x) = hop (label x)) ∧
    (!₂[1, 0, 1] : Sites) ∈ noSiteOne ∧ label !₂[1, 0, 1] ∈ noSiteOne ∧
    DiracFrenkel noSiteOne hop !₂[1, 0, 1] !₂[0, 0, -Complex.I] ∧
    Complex.I • (!₂[0, 0, -Complex.I] : Sites) ≠ hop !₂[1, 0, 1] := by
  refine ⟨?_, ?_, ?_, ?_, ?_, ⟨?_, ?_⟩, ?_⟩
  · intro x y
    simp only [hop, LinearMap.coe_mk, AddHom.coe_mk, PiLp.inner_apply, Fin.sum_univ_three]
    simp
    ring
  · intro x y
    have h2 : (starRingEnd ℂ) 2 = 2 := Complex.ext (by simp) (by simp)
    simp only [label, LinearMap.coe_mk, AddHom.coe_mk, PiLp.inner_apply,
      Fin.sum_univ_three]
    simp
    rw [h2]
    ring
  · intro x
    ext i
    fin_cases i <;> simp [hop, label]
  · change (!₂[1, 0, 1] : Sites) 1 = 0
    simp
  · change (label !₂[1, 0, 1]) 1 = 0
    simp [label]
  · change (!₂[0, 0, -Complex.I] : Sites) 1 = 0
    simp
  · intro w hw
    have hw' : w 1 = 0 := hw
    simp [hop, PiLp.inner_apply, Fin.sum_univ_three, hw']
    linear_combination (-(starRingEnd ℂ) (w 2)) * Complex.I_sq
  · intro h
    have h1 := congrArg (fun x : Sites => x 1) h
    simp [hop] at h1
```

For the normalised state u = (1, i, 0)/√2, which is not in K, the velocity is v = (1, 0, 0)/√2. The residual is again (0, −1, 0)/√2, but now

Re⟨u, v⟩ = 1/2,

or 1 for the unnormalised vectors in the code. Symmetry of H and the Dirac–Frenkel condition alone therefore do not give Re⟨u, v⟩ = 0.

```lean
/-- For the state `u = (1, i, 0)`, which is not in `noSiteOne`, the velocity `v = (1, 0, 0)`
satisfies the Dirac–Frenkel condition with `hop`, and `Re ⟨u, v⟩ = 1`. -/
theorem norm_not_conserved_outside :
    (!₂[1, Complex.I, 0] : Sites) ∉ noSiteOne ∧
    DiracFrenkel noSiteOne hop !₂[1, Complex.I, 0] !₂[1, 0, 0] ∧
    (⟪(!₂[1, Complex.I, 0] : Sites), !₂[1, 0, 0]⟫_ℂ).re = 1 := by
  refine ⟨?_, ⟨?_, ?_⟩, ?_⟩
  · intro h
    have h1 : (!₂[1, Complex.I, 0] : Sites) 1 = 0 := h
    simp at h1
  · change (!₂[1, 0, 0] : Sites) 1 = 0
    simp
  · intro w hw
    have hw' : w 1 = 0 := hw
    simp [hop, PiLp.inner_apply, Fin.sum_univ_three, hw']
  · simp [PiLp.inner_apply, Fin.sum_univ_three]

end

end DiracFrenkelPrinciple
```

```lean
#print axioms DiracFrenkelPrinciple.residual_pythagoras
#print axioms DiracFrenkelPrinciple.norm_and_energy_conserved
#print axioms DiracFrenkelPrinciple.observable_conserved
#print axioms DiracFrenkelPrinciple.norm_not_conserved_outside
```

```
'DiracFrenkelPrinciple.residual_pythagoras' depends on axioms: [propext, Classical.choice, Quot.sound]
'DiracFrenkelPrinciple.norm_and_energy_conserved' depends on axioms: [propext, Classical.choice, Quot.sound]
'DiracFrenkelPrinciple.observable_conserved' depends on axioms: [propext, Classical.choice, Quot.sound]
'DiracFrenkelPrinciple.norm_not_conserved_outside' depends on axioms: [propext, Classical.choice, Quot.sound]
```
